# Energy corrections $E_{n+1}=\langle\psi_0,V\psi_n\rangle$ in intermediate normalisation

One recursive scheme for perturbation corrections, working in intermediate normalisation, alternates two steps: with the state correction $\psi_n$ in memory it obtains the energy coefficient $E_{n+1}$ from one application of the perturbation and one inner product, then solves a singular linear system for $\psi_{n+1}$.

## The identity

Let $H_0$ be symmetric and $V$ linear on a complex inner-product space, and expand an eigenpair of $H_0+tV$ formally as $\sum_n t^nE_n$ and $\sum_n t^n\psi_n$. Order $t^0$ reads $H_0\psi_0=E_0\psi_0$. Order $t^{n+1}$ reads $H_0\psi_{n+1}+V\psi_n=\sum_{j=0}^{n+1}E_j\psi_{n+1-j}$; moving $j=0$ to the left and setting $j=k+1$,
$$(H_0-E_0)\psi_{n+1}=-V\psi_n+\sum_{k=0}^{n}E_{k+1}\psi_{n-k}.$$
If $\|\psi_0\|=1$ and $\langle\psi_0,\psi_{n+1}\rangle=0$ for all $n\ge0$, then $E_{n+1}=\langle\psi_0,V\psi_n\rangle$ for all $n\ge0$.

## Where a code relies on it

The energy update of a recursive Møller–Plesset series in a determinant basis has this form, for a single state, a Hamiltonian linear in one parameter and exactly solved equations. A solution of the system for $\psi_{n+1}$ remains one after any multiple of $\psi_0$ is added, so intermediate normalisation has to be imposed in addition, for instance by projecting the solver's output orthogonal to $\psi_0$ or by solving in the orthogonal complement of $\psi_0$; if overlaps with $\psi_0$ remain, the longer recursion derived below, which keeps them, applies instead. An easy mistake is to impose unit norm on $\sum_nt^n\psi_n$ and keep the short formula: in intermediate normalisation the squared norm for real $t$ starts as $1+t^2\|\psi_1\|^2$.

## Derivation

Symmetry gives $\overline{E_0}=\langle H_0\psi_0,\psi_0\rangle=\langle\psi_0,H_0\psi_0\rangle=E_0$. Hence $H_0-E_0$ is symmetric, and $\langle\psi_0,(H_0-E_0)\chi\rangle=\langle(H_0-E_0)\psi_0,\chi\rangle=0$ for every vector $\chi$. Projecting order $n+1$ on $\psi_0$ and separating the term $k=n$, which is $E_{n+1}\langle\psi_0,\psi_0\rangle$, gives
$$E_{n+1}=\langle\psi_0,V\psi_n\rangle-\sum_{k=0}^{n-1}E_{k+1}\langle\psi_0,\psi_{n-k}\rangle .$$
Every overlap in the sum has $n-k\ge1$ and vanishes in intermediate normalisation; for $n=0$ the sum is empty.

For symmetric $V$, the first-order equation inserted in the bra gives, for $m\ge1$,
$$\langle(H_0-E_0)\psi_1,\psi_m\rangle=-\langle V\psi_0,\psi_m\rangle+\overline{E_1}\langle\psi_0,\psi_m\rangle=-E_{m+1}.$$
With $m=1$ this is $E_2=-\langle\psi_1,(H_0-E_0)\psi_1\rangle$, which is real, and nonpositive when $E_0$ bounds $H_0$ from below. With $m=2$, move $H_0-E_0$ onto $\psi_2$ and use the second-order equation: $-E_3=-\langle\psi_1,V\psi_1\rangle+E_1\langle\psi_1,\psi_1\rangle+E_2\langle\psi_1,\psi_0\rangle$, so $E_3=\langle\psi_1,(V-E_1)\psi_1\rangle$. This is the $n=1$ instance of Wigner's $2n+1$ rule, and higher instances are not treated.

## The file

```lean
import Mathlib

open scoped InnerProductSpace ComplexConjugate

namespace RayleighSchroedingerEnergy

noncomputable section

variable {𝓗 : Type*} [NormedAddCommGroup 𝓗] [InnerProductSpace ℂ 𝓗]

/-- The Rayleigh-Schroedinger equations at all orders for `H0 + t V`, with energy
coefficients `E n` and state coefficients `ψ n`. -/
structure RSEquations (H0 V : 𝓗 →ₗ[ℂ] 𝓗) (E : ℕ → ℂ) (ψ : ℕ → 𝓗) : Prop where
  /-- Order zero: `H0 ψ_0 = E_0 ψ_0`. -/
  zeroth : H0 (ψ 0) = E 0 • ψ 0
  /-- Order `n + 1`: `(H0 - E_0) ψ_(n+1) = -V ψ_n + ∑_{k=0..n} E_(k+1) ψ_(n-k)`. -/
  succ : ∀ n, H0 (ψ (n + 1)) - E 0 • ψ (n + 1) =
    -V (ψ n) + ∑ k ∈ Finset.range (n + 1), E (k + 1) • ψ (n - k)

/-- Intermediate normalisation: `ψ_0` is a unit vector and every correction is
orthogonal to it. -/
def IntermediateNormalisation (ψ : ℕ → 𝓗) : Prop :=
  ‖ψ 0‖ = 1 ∧ ∀ n, ⟪ψ 0, ψ (n + 1)⟫_ℂ = 0

/-- The level `e` of `H0` is non-degenerate: the only solution of `H0 χ = e χ`
orthogonal to `φ` is zero. -/
def Nondegenerate (H0 : 𝓗 →ₗ[ℂ] 𝓗) (e : ℂ) (φ : 𝓗) : Prop :=
  ∀ χ, H0 χ = e • χ → ⟪φ, χ⟫_ℂ = 0 → χ = 0

/-- The real part of `e` bounds the quadratic form of `H0` from below:
`Re e ‖χ‖² ≤ Re ⟨χ, H0 χ⟩` for every `χ`. -/
def GroundLevel (H0 : 𝓗 →ₗ[ℂ] 𝓗) (e : ℂ) : Prop :=
  ∀ χ, e.re * ‖χ‖ ^ 2 ≤ (⟪χ, H0 χ⟫_ℂ).re

variable {H0 V : 𝓗 →ₗ[ℂ] 𝓗} {E E' : ℕ → ℂ} {ψ ψ' : ℕ → 𝓗}

/-- The eigenvalue of a symmetric `H0` on a unit eigenvector is real. -/
theorem eigenvalue_real (hH : H0.IsSymmetric) {φ : 𝓗} {e : ℂ} (h1 : ‖φ‖ = 1)
    (he : H0 φ = e • φ) : conj e = e := by
  have hnorm : ⟪φ, φ⟫_ℂ = 1 := by
    rw [inner_self_eq_norm_sq_to_K, h1]
    simp
  have h : ⟪H0 φ, φ⟫_ℂ = ⟪φ, H0 φ⟫_ℂ := hH φ φ
  rw [he, inner_smul_left, inner_smul_right, hnorm, mul_one, mul_one] at h
  exact h

/-- For symmetric `H0` and real `e`, the shifted operator `H0 - e` is symmetric. -/
theorem shifted_symm (hH : H0.IsSymmetric) {e : ℂ} (he : conj e = e) (a b : 𝓗) :
    ⟪H0 a - e • a, b⟫_ℂ = ⟪a, H0 b - e • b⟫_ℂ := by
  have h : ⟪H0 a, b⟫_ℂ = ⟪a, H0 b⟫_ℂ := hH a b
  rw [inner_sub_left, inner_sub_right, h, inner_smul_left, inner_smul_right, he]

/-- A unit eigenvector of a symmetric `H0` with eigenvalue `e` is orthogonal to
`(H0 - e) χ` for every `χ`. -/
theorem inner_shifted_eq_zero (hH : H0.IsSymmetric) {φ : 𝓗} {e : ℂ} (h1 : ‖φ‖ = 1)
    (he : H0 φ = e • φ) (χ : 𝓗) : ⟪φ, H0 χ - e • χ⟫_ℂ = 0 := by
  rw [← shifted_symm hH (eigenvalue_real hH h1 he) φ χ, he, sub_self, inner_zero_left]

/-- With `ψ_0` a unit vector and no condition on the overlaps of the corrections,
`E_(n+1) = ⟨ψ_0, V ψ_n⟩ - ∑_{k<n} E_(k+1) ⟨ψ_0, ψ_(n-k)⟩`. -/
theorem energy_recursion (hH : H0.IsSymmetric) (hRS : RSEquations H0 V E ψ)
    (h1 : ‖ψ 0‖ = 1) (n : ℕ) :
    E (n + 1) = ⟪ψ 0, V (ψ n)⟫_ℂ -
      ∑ k ∈ Finset.range n, E (k + 1) * ⟪ψ 0, ψ (n - k)⟫_ℂ := by
  have hnorm : ⟪ψ 0, ψ 0⟫_ℂ = 1 := by
    rw [inner_self_eq_norm_sq_to_K, h1]
    simp
  -- project the equation of order n + 1 on ψ_0; the left side drops out
  have h := inner_shifted_eq_zero hH h1 hRS.zeroth (ψ (n + 1))
  rw [hRS.succ n] at h
  simp only [inner_add_right, inner_neg_right, inner_sum, inner_smul_right] at h
  -- the last term of the sum carries E_(n+1) ⟨ψ_0, ψ_0⟩
  rw [Finset.sum_range_succ, Nat.sub_self, hnorm] at h
  linear_combination h

/-- In intermediate normalisation every energy correction is
`E_(n+1) = ⟨ψ_0, V ψ_n⟩`. -/
theorem energy_correction (hH : H0.IsSymmetric) (hRS : RSEquations H0 V E ψ)
    (hN : IntermediateNormalisation ψ) (n : ℕ) :
    E (n + 1) = ⟪ψ 0, V (ψ n)⟫_ℂ := by
  -- all overlaps in the recursion involve corrections of order at least one
  have hS : ∑ k ∈ Finset.range n, E (k + 1) * ⟪ψ 0, ψ (n - k)⟫_ℂ = 0 := by
    apply Finset.sum_eq_zero
    intro k hk
    have hk' := Finset.mem_range.mp hk
    obtain ⟨m, hm⟩ : ∃ m, n - k = m + 1 := ⟨n - k - 1, by omega⟩
    rw [hm, hN.2 m, mul_zero]
  rw [energy_recursion hH hRS hN.1 n, hS, sub_zero]

/-- For a non-degenerate level, two solutions in intermediate normalisation with the same
`ψ_0` have the same energy and state coefficients at all orders. -/
theorem series_unique (hH : H0.IsSymmetric) (hRS : RSEquations H0 V E ψ)
    (hRS' : RSEquations H0 V E' ψ') (hN : IntermediateNormalisation ψ)
    (hN' : IntermediateNormalisation ψ') (h0 : ψ 0 = ψ' 0)
    (hnd : Nondegenerate H0 (E 0) (ψ 0)) : E = E' ∧ ψ = ψ' := by
  have hnorm : ⟪ψ 0, ψ 0⟫_ℂ = 1 := by
    rw [inner_self_eq_norm_sq_to_K, hN.1]
    simp
  have hE0 : E 0 = E' 0 := by
    have h1 : E 0 • ψ 0 = E' 0 • ψ 0 := by
      rw [← hRS.zeroth, h0, hRS'.zeroth]
    have h2 : ⟪ψ 0, E 0 • ψ 0⟫_ℂ = ⟪ψ 0, E' 0 • ψ 0⟫_ℂ := by rw [h1]
    rw [inner_smul_right, inner_smul_right, hnorm, mul_one, mul_one] at h2
    exact h2
  have hψ : ∀ n, ψ n = ψ' n := by
    intro n
    induction n using Nat.strong_induction_on with
    | _ n ih =>
      rcases n with _ | n
      · exact h0
      · -- lower-order states fix the energies up to order n + 1
        have hEk : ∀ k, k ≤ n → E (k + 1) = E' (k + 1) := by
          intro k hk
          rw [energy_correction hH hRS hN k, energy_correction hH hRS' hN' k, h0,
            ih k (by omega)]
        have hS : ∑ k ∈ Finset.range (n + 1), E (k + 1) • ψ (n - k) =
            ∑ k ∈ Finset.range (n + 1), E' (k + 1) • ψ' (n - k) := by
          apply Finset.sum_congr rfl
          intro k hk
          have hk' := Finset.mem_range.mp hk
          rw [hEk k (by omega), ih (n - k) (by omega)]
        have hrhs : H0 (ψ (n + 1)) - E 0 • ψ (n + 1) =
            H0 (ψ' (n + 1)) - E 0 • ψ' (n + 1) := by
          have h' := hRS'.succ n
          rw [← hE0] at h'
          rw [hRS.succ n, h', hS, ih n (by omega)]
        -- the difference solves the unperturbed equation and is orthogonal to ψ_0
        have hker : H0 (ψ (n + 1) - ψ' (n + 1)) = E 0 • (ψ (n + 1) - ψ' (n + 1)) := by
          rw [map_sub, smul_sub]
          exact sub_eq_sub_iff_sub_eq_sub.mp hrhs
        have horth : ⟪ψ 0, ψ (n + 1) - ψ' (n + 1)⟫_ℂ = 0 := by
          rw [inner_sub_right, hN.2 n, h0, hN'.2 n, sub_zero]
        exact sub_eq_zero.mp (hnd _ hker horth)
  refine ⟨funext fun n => ?_, funext hψ⟩
  rcases n with _ | n
  · exact hE0
  · rw [energy_correction hH hRS hN n, energy_correction hH hRS' hN' n, h0, hψ n]

/-- For symmetric `V`, the second-order energy is `E_2 = -⟨ψ_1, (H0 - E_0) ψ_1⟩`. -/
theorem second_order_energy (hH : H0.IsSymmetric) (hV : V.IsSymmetric)
    (hRS : RSEquations H0 V E ψ) (hN : IntermediateNormalisation ψ) :
    E 2 = -⟪ψ 1, H0 (ψ 1) - E 0 • ψ 1⟫_ℂ := by
  have hreal := eigenvalue_real hH hN.1 hRS.zeroth
  have h1 : H0 (ψ 1) - E 0 • ψ 1 = -V (ψ 0) + E 1 • ψ 0 := by
    simpa using hRS.succ 0
  have hE : E 2 = ⟪ψ 0, V (ψ 1)⟫_ℂ := energy_correction hH hRS hN 1
  have ho : ⟪ψ 0, ψ 1⟫_ℂ = 0 := hN.2 0
  have hs : ⟪V (ψ 0), ψ 1⟫_ℂ = ⟪ψ 0, V (ψ 1)⟫_ℂ := hV (ψ 0) (ψ 1)
  -- insert the first-order equation in the bra
  rw [← shifted_symm hH hreal (ψ 1) (ψ 1), h1, inner_add_left, inner_neg_left,
    inner_smul_left, ho, hs, hE]
  ring

/-- For symmetric `V` and `E_0` the ground level of `H0`, the second-order energy is real
and not positive. -/
theorem second_order_nonpos (hH : H0.IsSymmetric) (hV : V.IsSymmetric)
    (hRS : RSEquations H0 V E ψ) (hN : IntermediateNormalisation ψ)
    (hground : GroundLevel H0 (E 0)) : (E 2).im = 0 ∧ (E 2).re ≤ 0 := by
  have hreal := eigenvalue_real hH hN.1 hRS.zeroth
  have h2 := second_order_energy hH hV hRS hN
  constructor
  · have hz : conj ⟪ψ 1, H0 (ψ 1) - E 0 • ψ 1⟫_ℂ = ⟪ψ 1, H0 (ψ 1) - E 0 • ψ 1⟫_ℂ :=
      (inner_conj_symm _ _).trans (shifted_symm hH hreal (ψ 1) (ψ 1))
    rw [h2, Complex.neg_im, Complex.conj_eq_iff_im.mp hz, neg_zero]
  · have hn : ⟪ψ 1, ψ 1⟫_ℂ = ((‖ψ 1‖ ^ 2 : ℝ) : ℂ) := by
      rw [inner_self_eq_norm_sq_to_K]
      exact (Complex.ofReal_pow _ 2).symm
    have hg : (E 0).re * ‖ψ 1‖ ^ 2 ≤ (⟪ψ 1, H0 (ψ 1)⟫_ℂ).re := hground (ψ 1)
    rw [h2, Complex.neg_re, inner_sub_right, inner_smul_right, Complex.sub_re, hn,
      Complex.mul_re, Complex.ofReal_re, Complex.ofReal_im, mul_zero, sub_zero]
    linarith

/-- For symmetric `V`, the third-order energy is `E_3 = ⟨ψ_1, (V - E_1) ψ_1⟩`. -/
theorem third_order_energy (hH : H0.IsSymmetric) (hV : V.IsSymmetric)
    (hRS : RSEquations H0 V E ψ) (hN : IntermediateNormalisation ψ) :
    E 3 = ⟪ψ 1, V (ψ 1) - E 1 • ψ 1⟫_ℂ := by
  have hreal := eigenvalue_real hH hN.1 hRS.zeroth
  have h1 : H0 (ψ 1) - E 0 • ψ 1 = -V (ψ 0) + E 1 • ψ 0 := by
    simpa using hRS.succ 0
  have h2 : H0 (ψ 2) - E 0 • ψ 2 = -V (ψ 1) + (E 1 • ψ 1 + E 2 • ψ 0) := by
    simpa [Finset.sum_range_succ] using hRS.succ 1
  have hE : E 3 = ⟪ψ 0, V (ψ 2)⟫_ℂ := energy_correction hH hRS hN 2
  have ho1 : ⟪ψ 0, ψ 1⟫_ℂ = 0 := hN.2 0
  have ho1' : ⟪ψ 1, ψ 0⟫_ℂ = 0 := inner_eq_zero_symm.mp ho1
  have ho2 : ⟪ψ 0, ψ 2⟫_ℂ = 0 := hN.2 1
  have hs : ⟪V (ψ 0), ψ 2⟫_ℂ = ⟪ψ 0, V (ψ 2)⟫_ℂ := hV (ψ 0) (ψ 2)
  -- move H0 - E_0 from ψ_1 to ψ_2 and use the equations of order one and two
  have key := shifted_symm hH hreal (ψ 1) (ψ 2)
  rw [h1, h2] at key
  simp only [inner_add_left, inner_neg_left, inner_smul_left, inner_add_right,
    inner_neg_right, inner_smul_right] at key
  rw [ho2, ho1', hs, ← hE] at key
  rw [inner_sub_right, inner_smul_right]
  linear_combination (-1 : ℂ) * key

/-- The operator `|a⟩⟨b|`. -/
def dyad (a b : 𝓗) : 𝓗 →ₗ[ℂ] 𝓗 where
  toFun φ := ⟪b, φ⟫_ℂ • a
  map_add' x y := by simp only [inner_add_right, add_smul]
  map_smul' c x := by simp only [inner_smul_right, mul_smul, RingHom.id_apply]

/-- The state space of a two-level system. -/
abbrev TwoLevel := EuclideanSpace ℂ (Fin 2)

/-- The standard basis states `|0⟩` and `|1⟩` of the two-level system. -/
def level (i : Fin 2) : TwoLevel := EuclideanSpace.basisFun (Fin 2) ℂ i

/-- The unperturbed two-level Hamiltonian `|1⟩⟨1|`. -/
def twoH0 : TwoLevel →ₗ[ℂ] TwoLevel := dyad (level 1) (level 1)

/-- The two-level coupling `|0⟩⟨1| + |1⟩⟨0|`. -/
def twoV : TwoLevel →ₗ[ℂ] TwoLevel := dyad (level 0) (level 1) + dyad (level 1) (level 0)

/-- The amplitudes `c_n` with `c_0 = 0` and `c_(n+1) = -δ_(n0) + ∑_{k=0..n} c_k c_(n-k)`. -/
def twoCoeff : ℕ → ℂ
  | 0 => 0
  | n + 1 => -(if n = 0 then (1 : ℂ) else 0) +
      ∑ k : Fin (n + 1), twoCoeff (k : ℕ) * twoCoeff (n - (k : ℕ))

/-- The two-level energy coefficients `E_0 = 0` and `E_(n+1) = c_n`. -/
def twoE : ℕ → ℂ
  | 0 => 0
  | n + 1 => twoCoeff n

/-- The two-level state coefficients `ψ_n = δ_(n0) |0⟩ + c_n |1⟩`. -/
def twoPsi (n : ℕ) : TwoLevel :=
  (if n = 0 then (1 : ℂ) else 0) • level 0 + twoCoeff n • level 1

/-- The recursion of the amplitudes `c_n`, written as a sum over `k = 0..n`. -/
theorem twoCoeff_rec : twoCoeff 0 = 0 ∧ ∀ n, twoCoeff (n + 1) =
    -(if n = 0 then (1 : ℂ) else 0) +
      ∑ k ∈ Finset.range (n + 1), twoCoeff k * twoCoeff (n - k) := by
  constructor
  · rw [twoCoeff]
  · intro n
    rw [twoCoeff,
      Fin.sum_univ_eq_sum_range (fun k => twoCoeff k * twoCoeff (n - k)) (n + 1)]

/-- The two-level system has symmetric `H0` and `V`, solves the equations at all orders in
intermediate normalisation on a non-degenerate ground level, and has `E_2 = -1`, `E_4 = 1`. -/
theorem twoLevel_witness :
    twoH0.IsSymmetric ∧ twoV.IsSymmetric ∧ RSEquations twoH0 twoV twoE twoPsi ∧
      IntermediateNormalisation twoPsi ∧ Nondegenerate twoH0 (twoE 0) (twoPsi 0) ∧
      GroundLevel twoH0 (twoE 0) ∧ twoE 2 = -1 ∧ twoE 4 = 1 := by
  obtain ⟨hc0, hrec⟩ := twoCoeff_rec
  have hon : ∀ i j, ⟪level i, level j⟫_ℂ = if i = j then 1 else 0 := fun i j =>
    orthonormal_iff_ite.mp (EuclideanSpace.basisFun (Fin 2) ℂ).orthonormal i j
  have h00 : ⟪level 0, level 0⟫_ℂ = 1 := (hon 0 0).trans (if_pos rfl)
  have h11 : ⟪level 1, level 1⟫_ℂ = 1 := (hon 1 1).trans (if_pos rfl)
  have h01 : ⟪level 0, level 1⟫_ℂ = 0 := (hon 0 1).trans (if_neg (by decide))
  have h10 : ⟪level 1, level 0⟫_ℂ = 0 := (hon 1 0).trans (if_neg (by decide))
  have hH : ∀ φ, twoH0 φ = ⟪level 1, φ⟫_ℂ • level 1 := fun _ => rfl
  have hV : ∀ φ, twoV φ = ⟪level 1, φ⟫_ℂ • level 0 + ⟪level 0, φ⟫_ℂ • level 1 :=
    fun _ => rfl
  have hE0 : twoE 0 = 0 := rfl
  have hEs : ∀ k, twoE (k + 1) = twoCoeff k := fun _ => rfl
  have hψ0 : twoPsi 0 = level 0 := by simp [twoPsi, hc0]
  have hin0 : ∀ n, ⟪level 0, twoPsi n⟫_ℂ = if n = 0 then (1 : ℂ) else 0 := by
    intro n
    rw [twoPsi, inner_add_right, inner_smul_right, inner_smul_right, h00, h01, mul_one,
      mul_zero, add_zero]
  have hin1 : ∀ n, ⟪level 1, twoPsi n⟫_ℂ = twoCoeff n := by
    intro n
    rw [twoPsi, inner_add_right, inner_smul_right, inner_smul_right, h10, h11, mul_zero,
      mul_one, zero_add]
  have c1 : twoCoeff 1 = -1 := by simpa [hc0] using hrec 0
  have c3 : twoCoeff 3 = 1 := by simpa [Finset.sum_range_succ, hc0, c1] using hrec 2
  refine ⟨?_, ?_, ⟨?_, fun n => ?_⟩, ⟨?_, fun n => ?_⟩, ?_, ?_,
    (hEs 1).trans c1, (hEs 3).trans c3⟩
  · intro x y
    simp only [hH, inner_smul_left, inner_smul_right, inner_conj_symm]
    ring
  · intro x y
    simp only [hV, inner_add_left, inner_add_right, inner_smul_left, inner_smul_right,
      inner_conj_symm]
    ring
  · rw [hH, hin1, hc0, hE0, zero_smul, zero_smul]
  · -- split the sum into its |0⟩ and |1⟩ components
    have hz : ∑ k ∈ Finset.range n,
        twoCoeff k * (if n - k = 0 then (1 : ℂ) else 0) = 0 := by
      apply Finset.sum_eq_zero
      intro k hk
      have hk' := Finset.mem_range.mp hk
      have hne : ¬ (n - k = 0) := by omega
      simp [hne]
    have hs1 : ∑ k ∈ Finset.range (n + 1),
        twoCoeff k * (if n - k = 0 then (1 : ℂ) else 0) = twoCoeff n := by
      rw [Finset.sum_range_succ, hz]
      simp
    have hsum : ∑ k ∈ Finset.range (n + 1), twoE (k + 1) • twoPsi (n - k) =
        twoCoeff n • level 0 +
          (∑ k ∈ Finset.range (n + 1), twoCoeff k * twoCoeff (n - k)) • level 1 := by
      rw [← hs1, Finset.sum_smul, Finset.sum_smul, ← Finset.sum_add_distrib]
      apply Finset.sum_congr rfl
      intro k _
      rw [hEs, twoPsi, smul_add, smul_smul, smul_smul]
    rw [hsum, hH, hV, hin1, hin1, hin0, hE0, hrec n]
    module
  · rw [hψ0]
    exact (EuclideanSpace.basisFun (Fin 2) ℂ).orthonormal.1 0
  · rw [hψ0, hin0]
    exact if_neg (Nat.succ_ne_zero n)
  · intro φ h h0
    rw [hH, hE0, zero_smul] at h
    rw [hψ0] at h0
    have hb := (EuclideanSpace.basisFun (Fin 2) ℂ).sum_repr' φ
    rw [Fin.sum_univ_two] at hb
    have hφ : φ = ⟪level 0, φ⟫_ℂ • level 0 + ⟪level 1, φ⟫_ℂ • level 1 := hb.symm
    rw [h0, h, zero_smul, add_zero] at hφ
    exact hφ
  · intro φ
    rw [hE0, hH, inner_smul_right, ← inner_conj_symm φ (level 1), Complex.mul_conj,
      Complex.zero_re, zero_mul, Complex.ofReal_re]
    exact Complex.normSq_nonneg _

end

end RayleighSchroedingerEnergy
```

```lean
#print axioms RayleighSchroedingerEnergy.energy_correction
#print axioms RayleighSchroedingerEnergy.series_unique
#print axioms RayleighSchroedingerEnergy.second_order_nonpos
#print axioms RayleighSchroedingerEnergy.third_order_energy
```

```
'RayleighSchroedingerEnergy.energy_correction' depends on axioms: [propext, Classical.choice, Quot.sound]
'RayleighSchroedingerEnergy.series_unique' depends on axioms: [propext, Classical.choice, Quot.sound]
'RayleighSchroedingerEnergy.second_order_nonpos' depends on axioms: [propext, Classical.choice, Quot.sound]
'RayleighSchroedingerEnergy.third_order_energy' depends on axioms: [propext, Classical.choice, Quot.sound]
```

## The statement in words

`H0` and `V` are everywhere-defined linear maps on `𝓗`, which may have any dimension and need not be complete. `RSEquations` holds the equations as the fields `zeroth` and `succ`, and `IntermediateNormalisation` holds the norm and overlap conditions. The bracket is conjugate-linear in its first slot, as in Dirac notation. Since $k\le n$ in `Finset.range (n + 1)`, the natural-number subtraction `n - k` never truncates. `energy_correction` is the identity. It assumes neither symmetric `V` nor non-degeneracy, and reality of $E_0$ is derived. Typing `E` as a real sequence would instead assume that every correction is real and exclude non-Hermitian perturbations with complex shifts.

## The proof

`eigenvalue_real`, `shifted_symm` and `inner_shifted_eq_zero` are the first two sentences of the derivation. In `energy_recursion`, `simp only` distributes the bracket over the sum and `Finset.sum_range_succ` separates $k=n$. `energy_correction` writes `n - k = m + 1` and removes each term by `hN.2 m`. `second_order_energy`, `second_order_nonpos` (under `GroundLevel`) and `third_order_energy` follow the steps above. The pattern is reusable: expand with the `inner_*` lemmas until only complex scalars remain, then close with `linear_combination`.

`series_unique` assumes `Nondegenerate`: no nonzero eigenvector of $H_0$ at $E_0$ is orthogonal to $\psi_0$. By strong induction the states up to order $n$ fix the energies up to order $n+1$, so the difference of two candidates for $\psi_{n+1}$ lies in the kernel of $H_0-E_0$, is orthogonal to $\psi_0$, and vanishes.

`twoLevel_witness` takes $H_0=|1\rangle\langle1|$, $V=|0\rangle\langle1|+|1\rangle\langle0|$, $\psi_n=\delta_{n0}|0\rangle+c_n|1\rangle$, $E_0=0$ and $E_{n+1}=c_n$, with $c_0=0$ and $c_{n+1}=-\delta_{n0}+\sum_{k=0}^nc_kc_{n-k}$. The $|1\rangle$ component of order $n+1$ is this recursion. All hypotheses are verified at every order, together with $E_2=-1$ and $E_4=1$, which makes it a reference case for a recursion code.

## Scope

The order-by-order equations are a hypothesis. Their solvability is shown only for the two-level system, and uniqueness only for a non-degenerate level and a given $\psi_0$. Nothing is stated about convergence in $t$, about a sum being an eigenvalue of $H_0+tV$, about solver residuals or rounding, or about operator domains: an unbounded Hamiltonian fits only on a subspace that both $H_0$ and $V$ map into itself.

The following one-dimensional example is worked on paper and has no Lean theorem behind it. Take $H_0=0$, $V=1$ and $\psi_0=1$ on $\mathbb C$. Intermediate normalisation forces $\psi_n=0$ for $n\ge1$, hence $E_1=1$ and $E_n=0$ for $n\ge2$. The choice $\psi_1=1$, with $\psi_n=0$ for $n\ge2$ and the same energies, also solves every equation, yet $\langle\psi_0,V\psi_1\rangle=1$ while $E_2=0$. The term $E_1\langle\psi_0,\psi_1\rangle=1$ of the general recursion accounts for the difference.
